# In an n-level system with a fixed Hermitian Hamiltonian, the survival probability exceeds any value below 1/n at arbitrarily late times

Can a quantum state in a finite basis decay completely and never come back? The answer depends on what "never come back" means, since the survival probability may well vanish at single instants. Here irreversible decay means that from some time on the survival probability stays at or below a fixed number c < 1/n, where n is the number of basis states. Decay to zero is a special case. The tool for excluding it is the average of the survival probability over [0,T] as T → ∞.

The system is isolated: its Hamiltonian H is a time-independent Hermitian matrix in an orthonormal basis, and the initial state is a unit vector ψ. In the code, the letter `n` is the type that labels the basis states, and the number written n in the prose is `Fintype.card n`. A unit vector exists only for n ≥ 1, so the case n = 0 never arises.

```lean
import Mathlib

open Matrix Filter Topology

namespace FiniteBasisDecay

noncomputable section

variable {n : Type*} [Fintype n] [DecidableEq n] {H : Matrix n n ℂ}
```

## Amplitude, probability, weights and average

With ħ = 1, the amplitude for finding the initial state again at time t is

a(t) = ⟨ψ, exp(−itH) ψ⟩.

The definition uses the matrix exponential itself, with no perturbative approximation. `star ψ ⬝ᵥ` is the inner product with ψ on the left, conjugated, and `*ᵥ` applies a matrix to a vector.

```lean
/-- The survival amplitude `⟨ψ, exp(-itH) ψ⟩`, with `ħ = 1`. -/
def amplitude (H : Matrix n n ℂ) (ψ : n → ℂ) (t : ℝ) : ℂ :=
  star ψ ⬝ᵥ (NormedSpace.exp ((-(Complex.I * t)) • H) *ᵥ ψ)
```

The survival probability is P(t) = |a(t)|². The definition accepts any vector; for a nonzero ψ that is not normalised, the physical probability is this value divided by ⟨ψ,ψ⟩².

```lean
/-- The squared modulus `|⟨ψ, exp(-itH) ψ⟩|²`. For Hermitian `H` and a unit vector `ψ` it is the
survival probability. -/
def survival (H : Matrix n n ℂ) (ψ : n → ℂ) (t : ℝ) : ℝ := ‖amplitude H ψ t‖ ^ 2
```

Let v_k be an orthonormal eigenbasis of H with eigenvalues E_k. The weight of ψ on v_k is p_k = |⟨v_k, ψ⟩|². In Lean, `hH` is the assumption that H is Hermitian, and it supplies both the basis and the real eigenvalues `hH.eigenvalues k`.

```lean
/-- The weight `p_k = |⟨v_k, ψ⟩|²` of `ψ` on the `k`-th vector of an orthonormal eigenbasis
of `H`. -/
def weight (hH : H.IsHermitian) (ψ : n → ℂ) (k : n) : ℝ :=
  ‖star (hH.eigenvectorBasis k).ofLp ⬝ᵥ ψ‖ ^ 2
```

The time average of a function f is (1/T) ∫₀ᵀ f(t) dt.

```lean
/-- The average of `f` over the time interval `[0, T]`, for `T > 0`. -/
def timeAverage (f : ℝ → ℝ) (T : ℝ) : ℝ := T⁻¹ * ∫ t in (0 : ℝ)..T, f t
```

## The amplitude as a sum of phases

Let U be the matrix whose columns are the v_k, and D the diagonal matrix of the E_k. The eigenvalue equations read HU = UD, and U is unitary, so H = U D U†. Conjugation passes through the exponential:

exp(−itH) = U exp(−itD) U†.

The k-th component of U†ψ is ⟨v_k, ψ⟩. Therefore

a(t) = Σ_k |⟨v_k, ψ⟩|² exp(−iE_k t) = Σ_k p_k exp(−iE_k t).

In the proof, `hHU` is the equation HU = UD and `hcH` is the diagonalisation, multiplied by the factor −it. `Matrix.exp_conj` and `Matrix.exp_diagonal` then carry out the exponential, and `hz` turns the product of a component with its conjugate into a squared modulus.

```lean
/-- The survival amplitude of a Hermitian matrix is the sum of the phases `exp(-i E_k t)`,
weighted with `p_k`. -/
theorem amplitude_eq (hH : H.IsHermitian) (ψ : n → ℂ) (t : ℝ) :
    amplitude H ψ t =
      ∑ k, (weight hH ψ k : ℂ) * Complex.exp (-(Complex.I * t) * hH.eigenvalues k) := by
  set c : ℂ := -(Complex.I * t) with hc
  let U : Matrix n n ℂ := hH.eigenvectorUnitary
  have hU : Uᴴ * U = 1 := Matrix.mem_unitaryGroup_iff'.mp hH.eigenvectorUnitary.2
  have hUU : U * Uᴴ = 1 := mul_eq_one_comm.mp hU
  have hinv : U⁻¹ = Uᴴ := Matrix.inv_eq_left_inv hU
  -- the columns of `U` are eigenvectors
  have hHU : H * U = U * diagonal (fun k => (hH.eigenvalues k : ℂ)) := by
    ext i j
    have h := congrFun (hH.mulVec_eigenvectorBasis j) i
    rw [Pi.smul_apply, Complex.real_smul] at h
    rw [Matrix.mul_diagonal]
    exact h.trans (mul_comm _ _)
  have hd : diagonal (fun k => c * (hH.eigenvalues k : ℂ))
      = c • diagonal (fun k => (hH.eigenvalues k : ℂ)) := Matrix.diagonal_smul c _
  have hcH : c • H = U * diagonal (fun k => c * (hH.eigenvalues k : ℂ)) * U⁻¹ := by
    rw [hd, hinv, Matrix.mul_smul, Matrix.smul_mul, ← hHU, Matrix.mul_assoc, hUU,
      Matrix.mul_one]
  have hunit : IsUnit U := ⟨⟨U, Uᴴ, hUU, hU⟩, rfl⟩
  have hstar : star ψ ᵥ* U = star (Uᴴ *ᵥ ψ) := by
    rw [Matrix.star_mulVec, Matrix.conjTranspose_conjTranspose]
  -- evolve in the eigenbasis, where the propagator is diagonal
  rw [amplitude, ← hc, hcH, Matrix.exp_conj _ _ hunit, Matrix.exp_diagonal, hinv,
    ← Matrix.mulVec_mulVec, ← Matrix.mulVec_mulVec, Matrix.dotProduct_mulVec, hstar]
  refine Finset.sum_congr rfl fun k _ => ?_
  have hw : weight hH ψ k = ‖(Uᴴ *ᵥ ψ) k‖ ^ 2 := rfl
  have hz : star ((Uᴴ *ᵥ ψ) k) * (Uᴴ *ᵥ ψ) k = (‖(Uᴴ *ᵥ ψ) k‖ : ℂ) ^ 2 :=
    Complex.conj_mul' _
  -- evaluation at `k` commutes with the exponential
  have hexp : (NormedSpace.exp (fun j => c * (hH.eigenvalues j : ℂ)) : n → ℂ) k
      = NormedSpace.exp (c * (hH.eigenvalues k : ℂ)) :=
    NormedSpace.map_exp (Pi.evalRingHom (fun _ : n => ℂ) k) (continuous_apply k) _
  rw [Matrix.mulVec_diagonal, Pi.star_apply, hexp, ← Complex.exp_eq_exp_ℂ, hw,
    Complex.ofReal_pow, ← hz]
  ring
```

At t = 0 the propagator is the identity and every phase is 1. For a unit vector, written `star ψ ⬝ᵥ ψ = 1`, the formula becomes

1 = Σ_k p_k.

```lean
/-- The eigenbasis weights of a unit vector add up to one. -/
theorem sum_weight (hH : H.IsHermitian) {ψ : n → ℂ} (hψ : star ψ ⬝ᵥ ψ = 1) :
    ∑ k, weight hH ψ k = 1 := by
  have h := amplitude_eq hH ψ 0
  simp only [amplitude, Complex.ofReal_zero, mul_zero, neg_zero, zero_smul, zero_mul,
    NormedSpace.exp_zero, Matrix.one_mulVec, hψ, Complex.exp_zero, mul_one] at h
  exact_mod_cast h.symm
```

## Oscillation at the Bohr frequencies

The real and imaginary parts of the amplitude are

Re a(t) = Σ_k p_k cos(E_k t),
Im a(t) = −Σ_k p_k sin(E_k t).

Squaring and adding gives a double sum:

P(t) = Σ_k Σ_l p_k p_l [cos(E_k t) cos(E_l t) + sin(E_k t) sin(E_l t)]
     = Σ_k Σ_l p_k p_l cos((E_k − E_l)t).

The steps `hre` and `him` are the two parts, and `Real.cos_sub` is the addition theorem.

```lean
/-- For a Hermitian matrix `H` and any vector `ψ`, `survival H ψ t` is a finite sum of oscillations
at the Bohr frequencies `E_k - E_l`. -/
theorem survival_eq (hH : H.IsHermitian) (ψ : n → ℂ) (t : ℝ) :
    survival H ψ t = ∑ k, ∑ l, weight hH ψ k * weight hH ψ l *
      Real.cos ((hH.eigenvalues k - hH.eigenvalues l) * t) := by
  have hre : (amplitude H ψ t).re =
      ∑ k, weight hH ψ k * Real.cos (hH.eigenvalues k * t) := by
    rw [amplitude_eq hH, Complex.re_sum]
    refine Finset.sum_congr rfl fun k _ => ?_
    simp [Complex.exp_re, mul_comm]
  have him : (amplitude H ψ t).im =
      ∑ k, -(weight hH ψ k * Real.sin (hH.eigenvalues k * t)) := by
    rw [amplitude_eq hH, Complex.im_sum]
    refine Finset.sum_congr rfl fun k _ => ?_
    simp [Complex.exp_im, mul_comm]
  rw [survival, ← Complex.normSq_eq_norm_sq, Complex.normSq_apply, hre, him,
    Finset.sum_mul_sum, Finset.sum_mul_sum, ← Finset.sum_add_distrib]
  refine Finset.sum_congr rfl fun k _ => ?_
  rw [← Finset.sum_add_distrib]
  refine Finset.sum_congr rfl fun l _ => ?_
  rw [sub_mul, Real.cos_sub]
  ring
```

## What survives averaging

For ω = 0 the cosine is 1 and so is its average. For ω ≠ 0,

(1/T) ∫₀ᵀ cos(ωt) dt = sin(ωT)/(ωT),

which is at most 1/(|ω|T) in absolute value and tends to zero. The proof splits into these two cases; `hint` evaluates the integral from its antiderivative, and `squeeze_zero_norm'` applies the bound.

```lean
/-- The long-time average of `cos (ω t)` is one for `ω = 0` and zero otherwise. -/
theorem average_cos (ω : ℝ) :
    Tendsto (timeAverage fun t => Real.cos (ω * t)) atTop (𝓝 (if ω = 0 then 1 else 0)) := by
  split_ifs with h
  · refine tendsto_const_nhds.congr' ?_
    filter_upwards [eventually_gt_atTop 0] with T hT
    simp [timeAverage, h, hT.ne']
  · have hint : ∀ T : ℝ, ∫ t in (0 : ℝ)..T, Real.cos (ω * t) = Real.sin (ω * T) / ω := by
      intro T
      rw [intervalIntegral.integral_eq_sub_of_hasDerivAt
        (f := fun t => Real.sin (ω * t) / ω)
        (fun t _ => (((hasDerivAt_id' t).const_mul ω).sin.div_const ω).congr_deriv
          (by field_simp))
        (Continuous.intervalIntegrable (by fun_prop) _ _)]
      simp
    have hlim := (tendsto_inv_atTop_zero (𝕜 := ℝ)).mul_const |ω|⁻¹
    rw [zero_mul] at hlim
    refine squeeze_zero_norm' ?_ hlim
    filter_upwards [eventually_gt_atTop 0] with T hT
    rw [timeAverage, hint, Real.norm_eq_abs, abs_mul, abs_div, abs_of_pos (inv_pos.2 hT),
      div_eq_mul_inv]
    exact mul_le_mul_of_nonneg_left
      (mul_le_of_le_one_left (by positivity) (Real.abs_sin_le_one _)) (inv_pos.2 hT).le
```

The double sum for P(t) is finite, so the integral and the limit can be taken term by term. Only pairs with equal eigenvalues remain:

lim (1/T) ∫₀ᵀ P(t) dt = L, where L = Σ_k Σ_l p_k p_l [E_k = E_l],

and the bracket is 1 if the equality holds and 0 otherwise. This is valid for any spectrum. In Lean the limit T → ∞ is `Tendsto … atTop`, and the bracket is the `if` expression.

```lean
/-- For any Hermitian matrix `H` and any vector `ψ`, the time average of `survival H ψ` tends to the
sum of `p_k p_l` over all ordered pairs `(k, l)` with `E_k = E_l`, including `k = l`. -/
theorem average_survival (hH : H.IsHermitian) (ψ : n → ℂ) :
    Tendsto (timeAverage (survival H ψ)) atTop (𝓝 (∑ k, ∑ l, weight hH ψ k * weight hH ψ l *
      (if hH.eigenvalues k - hH.eigenvalues l = 0 then 1 else 0))) := by
  have h : timeAverage (survival H ψ) = fun T => ∑ k, ∑ l, weight hH ψ k * weight hH ψ l *
      timeAverage (fun t => Real.cos ((hH.eigenvalues k - hH.eigenvalues l) * t)) T := by
    funext T
    simp only [timeAverage, survival_eq hH]
    rw [intervalIntegral.integral_finsetSum
      (fun k _ => Continuous.intervalIntegrable (by fun_prop) _ _), Finset.mul_sum]
    refine Finset.sum_congr rfl fun k _ => ?_
    rw [intervalIntegral.integral_finsetSum
      (fun l _ => Continuous.intervalIntegrable (by fun_prop) _ _), Finset.mul_sum]
    refine Finset.sum_congr rfl fun l _ => ?_
    rw [intervalIntegral.integral_const_mul]
    ring
  rw [h]
  exact tendsto_finsetSum _ fun k _ => tendsto_finsetSum _ fun l _ =>
    (average_cos _).const_mul _
```

## Distinct eigenvalues and the bound 1/n

For any real numbers p_k that add up to one,

Σ_k (p_k − 1/n)² = Σ_k p_k² − (2/n) Σ_k p_k + n · (1/n²)
                 = Σ_k p_k² − 1/n.

```lean
omit [DecidableEq n] in
/-- For weights that add up to one, the sum of squares exceeds `1/n` by the squared distance
from the uniform distribution. -/
theorem sum_sq_sub (p : n → ℝ) (hp : ∑ k, p k = 1) :
    ∑ k, p k ^ 2 - 1 / (Fintype.card n : ℝ) = ∑ k, (p k - 1 / (Fintype.card n : ℝ)) ^ 2 := by
  have hN : (Fintype.card n : ℝ) * (1 / (Fintype.card n : ℝ)) ^ 2
      = 1 / (Fintype.card n : ℝ) := by
    rcases eq_or_ne (Fintype.card n : ℝ) 0 with h | h
    · simp [h]
    · field_simp
  have hk : ∀ k, (p k - 1 / (Fintype.card n : ℝ)) ^ 2 = p k ^ 2
      - 2 / (Fintype.card n : ℝ) * p k + (1 / (Fintype.card n : ℝ)) ^ 2 := fun k => by ring
  rw [Finset.sum_congr rfl fun k _ => hk k, Finset.sum_add_distrib, Finset.sum_sub_distrib,
    ← Finset.mul_sum, hp, Finset.sum_const, Finset.card_univ, nsmul_eq_mul, hN]
  ring
```

If the eigenvalues are distinct, E_k = E_l forces k = l, and L reduces to Σ_k p_k². The identity above shows that this sum is at least 1/n, because a sum of squares is not negative. Equality requires every square to vanish, which means p_k = 1/n for all k.

A two-level system with p₁ = p₂ = 1/2 and distinct energies illustrates the equality case. Its survival probability is cos²((E₁ − E₂)t/2), which reaches zero periodically and still averages to 1/2. For n = 1 the survival probability is constantly 1.

The hypothesis `Function.Injective hH.eigenvalues` says that the spectrum is nondegenerate. If two eigenvectors with the same eigenvalue both carry weight, their cross terms stay in L, and the average tends to a value above Σ_k p_k². The three parts of the theorem are the limit, the lower bound and the equality condition.

```lean
/-- For a Hermitian matrix with distinct eigenvalues and a unit vector, the time-averaged
survival probability tends to `∑ p_k²`. This limit is at least `1/n`, with equality exactly
when all weights equal `1/n`. -/
theorem average_survival_of_distinct (hH : H.IsHermitian)
    (hE : Function.Injective hH.eigenvalues) {ψ : n → ℂ} (hψ : star ψ ⬝ᵥ ψ = 1) :
    Tendsto (timeAverage (survival H ψ)) atTop (𝓝 (∑ k, weight hH ψ k ^ 2)) ∧
    1 / (Fintype.card n : ℝ) ≤ ∑ k, weight hH ψ k ^ 2 ∧
    (∑ k, weight hH ψ k ^ 2 = 1 / (Fintype.card n : ℝ) ↔
      ∀ k, weight hH ψ k = 1 / (Fintype.card n : ℝ)) := by
  have hs := sum_sq_sub _ (sum_weight hH hψ)
  refine ⟨?_, ?_, ?_⟩
  · -- only the diagonal pairs have zero Bohr frequency
    convert average_survival hH ψ using 2
    refine Finset.sum_congr rfl fun k _ => ?_
    simp [sub_eq_zero, hE.eq_iff, sq]
  · exact sub_nonneg.mp (hs ▸ Finset.sum_nonneg fun k _ => sq_nonneg _)
  · rw [← sub_eq_zero, hs, Finset.sum_eq_zero_iff_of_nonneg fun k _ => sq_nonneg _]
    simp only [Finset.mem_univ, true_imp_iff, sq_eq_zero_iff, sub_eq_zero]
```

## Late returns for every spectrum

Suppose that P(t) ≤ c for all t > T₀, with c < 1/n. Choose S = max(T₀, 0) + 1. For T > S, split the integral at S:

(1/T) ∫₀ᵀ P(t) dt ≤ (1/T) [∫₀ˢ P(t) dt + (T − S)c]
                  = c + (1/T) [∫₀ˢ P(t) dt − Sc].

The last term tends to zero as T → ∞, so L ≤ c. On the other hand, the terms with k = l are all present in L and the other terms are not negative, which gives

L ≥ Σ_k p_k² ≥ 1/n > c.

This is a contradiction, and it needs no assumption about degeneracy. The theorem accordingly states that for every T₀ there is a time t > T₀ with P(t) > c. It does not say how long one must wait for it.

In the proof, `hL` is the comparison of L with its diagonal terms, `hJ` bounds the integral from S to T, and the `calc` block is the estimate above. `le_of_tendsto_of_tendsto` passes the inequality to the limit, and `linarith` closes the contradiction.

```lean
/-- For any Hermitian matrix, degenerate or not, and any unit vector, the survival probability
exceeds every `c < 1/n` at arbitrarily late times. -/
theorem no_irreversible_decay (hH : H.IsHermitian) {ψ : n → ℂ} (hψ : star ψ ⬝ᵥ ψ = 1)
    {c : ℝ} (hc : c < 1 / (Fintype.card n : ℝ)) (T₀ : ℝ) : ∃ t > T₀, c < survival H ψ t := by
  by_contra! hcon
  have hw : ∀ k, 0 ≤ weight hH ψ k := fun k => sq_nonneg _
  have hcont : Continuous (survival H ψ) := by
    rw [funext (survival_eq hH ψ)]
    fun_prop
  have hs := sum_sq_sub _ (sum_weight hH hψ)
  have hpos : 0 ≤ ∑ k, (weight hH ψ k - 1 / (Fintype.card n : ℝ)) ^ 2 :=
    Finset.sum_nonneg fun k _ => sq_nonneg _
  -- degenerate pairs can only raise the average
  have hL : ∑ k, weight hH ψ k ^ 2 ≤ ∑ k, ∑ l, weight hH ψ k * weight hH ψ l *
      (if hH.eigenvalues k - hH.eigenvalues l = 0 then 1 else 0) := by
    refine Finset.sum_le_sum fun k _ => ?_
    have h := Finset.single_le_sum (f := fun l => weight hH ψ k * weight hH ψ l *
      (if hH.eigenvalues k - hH.eigenvalues l = 0 then (1 : ℝ) else 0))
      (fun l _ => mul_nonneg (mul_nonneg (hw k) (hw l)) (by split_ifs <;> norm_num))
      (Finset.mem_univ k)
    simpa [sq] using h
  -- a late bound by `c` would bound the long-time average by `c`
  set S : ℝ := max T₀ 0 + 1
  have hS : T₀ < S := lt_of_le_of_lt (le_max_left _ _) (lt_add_one _)
  have hS0 : 0 < S := lt_of_le_of_lt (le_max_right _ _) (lt_add_one _)
  have hlim := ((tendsto_inv_atTop_zero (𝕜 := ℝ)).mul_const
    ((∫ t in (0 : ℝ)..S, survival H ψ t) - S * c)).add_const c
  rw [zero_mul, zero_add] at hlim
  have hle := le_of_tendsto_of_tendsto (average_survival hH ψ) hlim (by
    filter_upwards [eventually_gt_atTop S] with T hT
    have hT0 : 0 < T := hS0.trans hT
    have hJ : ∫ t in S..T, survival H ψ t ≤ ∫ _t in S..T, c :=
      intervalIntegral.integral_mono_on hT.le (hcont.intervalIntegrable _ _)
        (continuous_const.intervalIntegrable _ _) fun t ht => hcon t (hS.trans_le ht.1)
    rw [intervalIntegral.integral_const, smul_eq_mul] at hJ
    rw [timeAverage, ← intervalIntegral.integral_add_adjacent_intervals
      (hcont.intervalIntegrable 0 S) (hcont.intervalIntegrable S T)]
    calc T⁻¹ * ((∫ t in (0 : ℝ)..S, survival H ψ t) + ∫ t in S..T, survival H ψ t)
        ≤ T⁻¹ * ((∫ t in (0 : ℝ)..S, survival H ψ t) + (T - S) * c) := by gcongr
      _ = T⁻¹ * ((∫ t in (0 : ℝ)..S, survival H ψ t) - S * c) + T⁻¹ * T * c := by ring
      _ = T⁻¹ * ((∫ t in (0 : ℝ)..S, survival H ψ t) - S * c) + c := by
        rw [inv_mul_cancel₀ hT0.ne', one_mul])
  linarith

end

end FiniteBasisDecay
```

## From discrete levels to a decaying state

Golden-rule decay concerns a level coupled to a continuum. When a simulation replaces the continuum by finitely many states and keeps H Hermitian and constant in time, the exact survival probability of the discretised model cannot settle to zero, so an exponential decay law can describe it only over a limited time.

The value 1/n is a lower bound on how high the late returns reach, not on P(t) at every time, and for n > 1 the returns reach higher. The amplitude is a finite sum of phases, hence almost periodic, and P(t) comes arbitrarily close to 1 at arbitrarily late times for every n; this stronger recurrence is not proved here. It does not conflict with irreversible decay into a true continuum: as the discrete levels are made denser to approximate the continuum, P(t) follows the continuum result for longer, and the returns move beyond any fixed time. Infinitely many levels alone do not ensure decay, since a harmonic oscillator has them and returns periodically. Absorbing potentials, which make H non-Hermitian, and time-dependent driving lie outside the hypotheses.

```lean
#print axioms FiniteBasisDecay.average_survival_of_distinct
-- 'FiniteBasisDecay.average_survival_of_distinct' depends on axioms: [propext, Classical.choice, Quot.sound]
#print axioms FiniteBasisDecay.no_irreversible_decay
-- 'FiniteBasisDecay.no_irreversible_decay' depends on axioms: [propext, Classical.choice, Quot.sound]
```
